# A nondegenerate level of a time-reversal-invariant Hamiltonian has no permanent magnetic moment

When the energy of a nondegenerate level of an even-electron atom or molecule in a magnetic field is computed by perturbation theory, the first-order Zeeman energy is zero, and the calculation of the energy shift can start at second order in the field. This rests on the vanishing of ⟨ψ, Mψ⟩, where ψ is the field-free state and M is the component of the magnetic moment along the field. The field-free Hamiltonian H is assumed to be invariant under time reversal K.

The main theorem is about a basis: if K² = 1, a finite-dimensional H has an orthonormal eigenbasis of states fixed by K, and M has zero expectation in each of them. For four-component electronic structure with an even number of electrons, this applies to a Dirac-Coulomb Hamiltonian represented as a matrix in a finite many-electron basis closed under time reversal, not to the unbounded operator itself.

## Time reversal and the observables it sorts

States are vectors in a complex inner-product space V. The inner product ⟨x, y⟩, written `inner ℂ x y`, is conjugate-linear in x and linear in y.

In Lean 4 with Mathlib:

```lean
import Mathlib

open Module

namespace TimeReversalMoment

noncomputable section

variable {V : Type*} [NormedAddCommGroup V] [InnerProductSpace ℂ V]
```

Time reversal is a conjugate-linear map, K(cx) = c̄ Kx, that turns each inner product into its complex conjugate:

    ⟨Kx, Ky⟩ = ⟨y, x⟩

The type `V →ₛₗ[starRingEnd ℂ] V` carries the conjugate-linearity, and the definition adds the equation.

```lean
/-- A conjugate-linear map, not required to be surjective, is called antiunitary here if it turns
every inner product into its complex conjugate. -/
def IsAntiunitary (K : V →ₛₗ[starRingEnd ℂ] V) : Prop :=
  ∀ x y, inner ℂ (K x) (K y) = inner ℂ y x
```

The value of K² is a separate hypothesis. Time reversal squares to −1 on one electron with spin, hence to (−1)^N on N electrons, so K² = 1 stands for an even number of electrons.

A time-even observable is Hermitian and commutes with K. The field-free Hamiltonian is the example needed here. `IsSymmetric` says ⟨Hx, y⟩ = ⟨x, Hy⟩ for all x and y.

```lean
/-- A time-even observable: a Hermitian operator that commutes with `K`. -/
structure IsTimeEven (K : V →ₛₗ[starRingEnd ℂ] V) (H : V →ₗ[ℂ] V) : Prop where
  hermitian : H.IsSymmetric
  comm : ∀ x, K (H x) = H (K x)
```

A time-odd observable is Hermitian and anticommutes with K. Orbital and spin angular momentum are of this kind, and so is the magnetic moment.

```lean
/-- A time-odd observable, such as a magnetic moment: a Hermitian operator that
anticommutes with `K`. -/
structure IsTimeOdd (K : V →ₛₗ[starRingEnd ℂ] V) (M : V →ₗ[ℂ] V) : Prop where
  hermitian : M.IsSymmetric
  anticomm : ∀ x, K (M x) = -M (K x)
```

A nondegenerate level is a real energy E with a nonzero state ψ such that Hψ = Eψ, and every solution φ of Hφ = Eφ is a multiple of ψ. The state need not be normalised.

```lean
/-- The nonzero state `ψ` has energy `E`, and every state of that energy is a multiple
of `ψ`. -/
structure IsNondegenerate (H : V →ₗ[ℂ] V) (E : ℝ) (ψ : V) : Prop where
  ne_zero : ψ ≠ 0
  eigen : H ψ = (E : ℂ) • ψ
  unique : ∀ φ, H φ = (E : ℂ) • φ → ∃ c : ℂ, φ = c • ψ
```

## Antisymmetry between fixed states

Let Kx = x and Ky = y, and let M be time-odd. Antiunitarity, applied to My and x, gives

    ⟨x, My⟩ = ⟨KMy, Kx⟩ = −⟨MKy, Kx⟩ = −⟨My, x⟩ = −⟨y, Mx⟩

The last step is the Hermiticity of M. For x = y the number ⟨x, Mx⟩ equals its own negative, so it is zero. In the proof, `h` is the first equality, and the rewrites supply the others in this order.

```lean
variable {K : V →ₛₗ[starRingEnd ℂ] V} {H M : V →ₗ[ℂ] V}

/-- Between states fixed by an antiunitary `K`, the matrix of a time-odd observable is
antisymmetric. -/
theorem timeOdd_antisymm (hK : IsAntiunitary K) (hM : IsTimeOdd K M) {x y : V}
    (hx : K x = x) (hy : K y = y) : inner ℂ x (M y) = -inner ℂ y (M x) := by
  have h := hK (M y) x
  rw [hM.anticomm, hx, hy, inner_neg_left, hM.hermitian y x] at h
  exact h.symm
```

## One more fixed eigenstate

The eigenbasis is built one state at a time. Suppose that k eigenstates v_i, with i = 0, …, k−1, are fixed by K and have energies E_i, and that k < dim V. Let U be the space of all x with ⟨v_i, x⟩ = 0 for every i. These are k linear conditions in more than k dimensions, so U contains a nonzero vector. H maps U into itself, because for x in U

    ⟨v_i, Hx⟩ = ⟨Hv_i, x⟩ = E_i ⟨v_i, x⟩ = 0

Hence H has an eigenvector y in U, with Hy = μy. Its eigenvalue is real, since

    μ̄ ⟨y, y⟩ = ⟨Hy, y⟩ = ⟨y, Hy⟩ = μ ⟨y, y⟩

Write E for μ. The reversed state Ky has the same energy and also lies in U:

    HKy = KHy = K(Ey) = E Ky
    ⟨v_i, Ky⟩ = ⟨Kv_i, Ky⟩ = ⟨y, v_i⟩ = 0

If y + Ky ≠ 0, take z = y + Ky, which is fixed because K² = 1. If y + Ky = 0, then Ky = −y, and z = iy is fixed:

    K(iy) = −i Ky = iy

In both cases z is a nonzero eigenstate in U. Dividing it by the real number ‖z‖ normalises it and keeps it fixed.

In the code, U is the kernel of `L`. The dimension count is `hL`, the invariance of U is `hU`, and the two properties of Ky are `hKE` and `hKv`. The `by_cases` separates the two choices of z.

```lean
/-- Let `V` be finite-dimensional, `K` antiunitary with `K² = 1` and `H` time-even. Given fewer
`K`-fixed eigenstates than the dimension, there is a normalised `K`-fixed eigenstate orthogonal to
all of them. -/
theorem exists_next_eigenstate [FiniteDimensional ℂ V] (hK : IsAntiunitary K)
    (hK2 : ∀ x, K (K x) = x) (hH : IsTimeEven K H) {k : ℕ} (hk : k < finrank ℂ V)
    (v : Fin k → V) (hv : ∀ i, K (v i) = v i ∧ ∃ E : ℝ, H (v i) = (E : ℂ) • v i) :
    ∃ x, ‖x‖ = 1 ∧ (K x = x ∧ ∃ E : ℝ, H x = (E : ℂ) • x) ∧ ∀ i, inner ℂ (v i) x = 0 := by
  -- the kernel of `L` is the orthogonal complement of the given states
  let L : V →ₗ[ℂ] (Fin k → ℂ) :=
    { toFun := fun x i => inner ℂ (v i) x
      map_add' := fun x y => funext fun i => inner_add_right _ _ _
      map_smul' := fun c x => funext fun i => inner_smul_right _ _ _ }
  have hL : LinearMap.ker L ≠ ⊥ := by
    intro h
    have h1 := LinearMap.finrank_le_finrank_of_injective (LinearMap.ker_eq_bot.mp h)
    rw [Module.finrank_fin_fun] at h1
    omega
  have hU : ∀ x ∈ LinearMap.ker L, H x ∈ LinearMap.ker L := by
    intro x hx
    refine LinearMap.mem_ker.mpr (funext fun i => ?_)
    obtain ⟨E, hE⟩ := (hv i).2
    have h0 : inner ℂ (v i) x = 0 := congrFun (LinearMap.mem_ker.mp hx) i
    change inner ℂ (v i) (H x) = 0
    rw [← hH.hermitian (v i) x, hE, inner_smul_left, h0, mul_zero]
  have : Nontrivial (LinearMap.ker L) := Submodule.nontrivial_iff_ne_bot.mpr hL
  obtain ⟨μ, hμ⟩ := Module.End.exists_eigenvalue (H.restrict hU)
  obtain ⟨y, hy⟩ := hμ.exists_hasEigenvector
  have hy0 : (y : V) ≠ 0 := fun h => hy.2 (Subtype.ext h)
  have hyE : H (y : V) = μ • (y : V) := congrArg Subtype.val hy.apply_eq_smul
  have hyv : ∀ i, inner ℂ (v i) (y : V) = 0 := fun i => congrFun (LinearMap.mem_ker.mp y.2) i
  have hs := hH.hermitian (y : V) (y : V)
  rw [hyE, inner_smul_left, inner_smul_right] at hs
  obtain ⟨E, rfl⟩ := Complex.conj_eq_iff_real.mp
    (mul_right_cancel₀ (inner_self_ne_zero.mpr hy0) hs)
  have hKE : H (K y) = (E : ℂ) • K y := by
    rw [← hH.comm, hyE, map_smulₛₗ, Complex.conj_ofReal]
  have hKv : ∀ i, inner ℂ (v i) (K y) = 0 := by
    intro i
    have h := hK (v i) y
    rw [(hv i).1] at h
    rw [h, ← inner_conj_symm (y : V) (v i), hyv, map_zero]
  -- `y + K y` is fixed; if it vanishes, `i y` is fixed
  obtain ⟨z, hz0, hzK, hzE, hzv⟩ : ∃ z : V, z ≠ 0 ∧ K z = z ∧ H z = (E : ℂ) • z ∧
      ∀ i, inner ℂ (v i) z = 0 := by
    by_cases h : (y : V) + K y = 0
    · refine ⟨Complex.I • (y : V), smul_ne_zero Complex.I_ne_zero hy0, ?_, ?_, fun i => ?_⟩
      · rw [map_smulₛₗ, Complex.conj_I, eq_neg_of_add_eq_zero_right h, smul_neg, neg_smul,
          neg_neg]
      · rw [map_smul, hyE]
        exact smul_comm _ _ _
      · rw [inner_smul_right, hyv, mul_zero]
    · exact ⟨y + K y, h, by rw [map_add, hK2, add_comm],
        by rw [map_add, hyE, hKE, smul_add],
        fun i => by rw [inner_add_right, hyv, hKv, add_zero]⟩
  refine ⟨((‖z‖⁻¹ : ℝ) : ℂ) • z, ?_, ⟨?_, E, ?_⟩, fun i => ?_⟩
  · rw [norm_smul, Complex.norm_real, norm_inv, norm_norm,
      inv_mul_cancel₀ (norm_ne_zero_iff.mpr hz0)]
  · rw [map_smulₛₗ, Complex.conj_ofReal, hzK]
  · rw [map_smul, hzE]
    exact smul_comm _ _ _
  · rw [inner_smul_right, hzv, mul_zero]
```

## The eigenbasis of fixed states

Start with no states and apply the previous step until there are dim V of them. Each new state is normalised and orthogonal to the earlier ones, so the family is orthonormal, and dim V orthonormal vectors span V. The antisymmetry relation with x = y = b_i then gives

    Hb_i = E_i b_i,   Kb_i = b_i,   ⟨b_i, Mb_i⟩ = 0

The statement provides a number `n`, an orthonormal basis `b` and real energies `E`. The quantifier over `M` comes after the basis, so one basis serves all time-odd observables. Degenerate levels are allowed: they too have a basis of states without a moment. Such a level can still split at first order in the field, because M may have nonzero matrix elements between different states of the basis.

The induction `key` collects the states, with `Fin.cons` placing each new one in front. The final `linear_combination` solves m = −m.

```lean
/-- If `V` is finite-dimensional, `K` is antiunitary with `K² = 1` and `H` is time-even, then `H`
has an orthonormal eigenbasis of `K`-fixed states, and every time-odd observable has zero
expectation in each of them. -/
theorem exists_fixed_eigenbasis [FiniteDimensional ℂ V] (hK : IsAntiunitary K)
    (hK2 : ∀ x, K (K x) = x) (hH : IsTimeEven K H) :
    ∃ (n : ℕ) (b : OrthonormalBasis (Fin n) ℂ V) (E : Fin n → ℝ), ∀ i,
      H (b i) = (E i : ℂ) • b i ∧ K (b i) = b i ∧
        ∀ M : V →ₗ[ℂ] V, IsTimeOdd K M → inner ℂ (b i) (M (b i)) = 0 := by
  -- collect the eigenstates one at a time
  have key : ∀ k : ℕ, k ≤ finrank ℂ V → ∃ v : Fin k → V, Orthonormal ℂ v ∧
      ∀ i, K (v i) = v i ∧ ∃ E : ℝ, H (v i) = (E : ℂ) • v i := by
    intro k
    induction k with
    | zero =>
      intro _
      exact ⟨fun i => i.elim0, ⟨fun i => i.elim0, fun i => i.elim0⟩, fun i => i.elim0⟩
    | succ k ih =>
      intro hk
      obtain ⟨v, hon, hv⟩ := ih (by omega)
      obtain ⟨x, hx1, hx, hxv⟩ := exists_next_eigenstate hK hK2 hH (by omega) v hv
      refine ⟨(Fin.cons x v : Fin (k + 1) → V), ⟨fun i => ?_, fun i j hij => ?_⟩, fun i => ?_⟩
      · cases i using Fin.cases with
        | zero => exact hx1
        | succ i => exact hon.1 i
      · cases i using Fin.cases with
        | zero =>
          cases j using Fin.cases with
          | zero => exact absurd rfl hij
          | succ j => exact inner_eq_zero_symm.mp (hxv j)
        | succ i =>
          cases j using Fin.cases with
          | zero => exact hxv i
          | succ j => exact hon.2 fun h => hij (congrArg Fin.succ h)
      · cases i using Fin.cases with
        | zero => exact hx
        | succ i => exact hv i
  obtain ⟨v, hon, hv⟩ := key _ le_rfl
  choose E hE using fun i => (hv i).2
  have hsp : ⊤ ≤ Submodule.span ℂ (Set.range v) :=
    (hon.linearIndependent.span_eq_top_of_card_eq_finrank' (Fintype.card_fin _)).ge
  refine ⟨_, OrthonormalBasis.mk hon hsp, E, fun i => ?_⟩
  rw [show OrthonormalBasis.mk hon hsp i = v i from
    congrFun (OrthonormalBasis.coe_mk hon hsp) i]
  refine ⟨hE i, (hv i).1, fun M hM => ?_⟩
  have h := timeOdd_antisymm hK hM (hv i).1 (hv i).1
  linear_combination (1 / 2) * h
```

Antiunitarity and commutation with H do not suffice for such a basis if nothing is assumed about K². On the two spin states of one electron, let

    K(a, b) = (−b̄, ā),   K² = −1

and let H = 0. A fixed vector would satisfy x = K²x = −x, so only the zero vector is fixed.

## Any phase of a nondegenerate state

A program may return a nondegenerate eigenstate with an arbitrary phase, so that it is not fixed by K. The moment vanishes all the same. As before, Kψ has energy E, so nondegeneracy gives Kψ = cψ for some complex c. Antiunitarity fixes the modulus of c:

    c̄c ⟨ψ, ψ⟩ = ⟨Kψ, Kψ⟩ = ⟨ψ, ψ⟩,   so c̄c = 1

It then follows that

    ⟨ψ, Mψ⟩ = ⟨KMψ, Kψ⟩ = −⟨MKψ, Kψ⟩ = −c̄c ⟨Mψ, ψ⟩ = −⟨ψ, Mψ⟩

and the expectation is zero. In the proof, `hcc` is c̄c = 1 and `h2` is the second chain.

```lean
/-- A time-odd observable has zero expectation in a nondegenerate level of a time-even
Hamiltonian, for `K` antiunitary. -/
theorem nondegenerate_moment_eq_zero (hK : IsAntiunitary K) (hH : IsTimeEven K H)
    (hM : IsTimeOdd K M) {E : ℝ} {ψ : V} (hψ : IsNondegenerate H E ψ) :
    inner ℂ ψ (M ψ) = 0 := by
  -- time reversal can only change the phase of `ψ`
  obtain ⟨c, hc⟩ := hψ.unique (K ψ) (by
    rw [← hH.comm, hψ.eigen, map_smulₛₗ, Complex.conj_ofReal])
  have h1 := hK ψ ψ
  rw [hc, inner_smul_left, inner_smul_right] at h1
  have hcc : starRingEnd ℂ c * c = 1 :=
    mul_right_cancel₀ (inner_self_ne_zero (𝕜 := ℂ).mpr hψ.ne_zero)
      (by linear_combination h1)
  have h2 := hK (M ψ) ψ
  rw [hM.anticomm, hc, map_smul, inner_neg_left, inner_smul_left, inner_smul_right,
    hM.hermitian ψ ψ] at h2
  linear_combination (-1 / 2) * h2 - inner ℂ ψ (M ψ) / 2 * hcc
```

This theorem assumes neither finite dimension nor K² = 1, but H and M are defined on all of V, which excludes unbounded operators on a Hilbert space. Since K²ψ = c̄c ψ = ψ, however, a nondegenerate level cannot occur when K² = −1, so the theorem is of use for even electron numbers. That ⟨ψ, Mψ⟩ gives the linear Zeeman shift is ordinary first-order perturbation theory, which is taken as known here.

## A p_x, p_y pair in a crystal field

A two-orbital model satisfies all these conditions. It has one electron with spin left out, which is why K² = 1 holds in it. A state is a pair of coefficients (x_0, x_1) on the real orbitals p_x and p_y.

```lean
/-- States of one electron, spin left out, in the real orbitals `p_x` and `p_y`. -/
abbrev PPair := EuclideanSpace ℂ (Fin 2)
```

Because the orbitals are real, time reversal conjugates the coefficients:

    K(x_0, x_1) = (x̄_0, x̄_1)

```lean
/-- Complex conjugation of the two orbital coefficients. -/
def conjugation : PPair →ₛₗ[starRingEnd ℂ] PPair where
  toFun x := !₂[starRingEnd ℂ (x 0), starRingEnd ℂ (x 1)]
  map_add' x y := by ext i; fin_cases i <;> simp
  map_smul' c x := by ext i; fin_cases i <;> simp
```

A crystal field separates the orbitals by 2|Δ|, with Δ a real energy:

    H(x_0, x_1) = (Δ x_0, −Δ x_1)

```lean
/-- A crystal field that puts `p_x` at energy `Δ` and `p_y` at energy `-Δ`. -/
def crystalField (Δ : ℝ) : PPair →ₗ[ℂ] PPair where
  toFun x := !₂[(Δ : ℂ) * x 0, -(Δ : ℂ) * x 1]
  map_add' x y := by ext i; fin_cases i <;> simp <;> ring
  map_smul' c x := by ext i; fin_cases i <;> simp <;> ring
```

The orbital angular momentum takes p_x to i p_y and p_y to −i p_x, in units of ħ:

    L_z(x_0, x_1) = (−i x_1, i x_0)

```lean
/-- The orbital angular momentum `L_z` in units of `ħ`, on the orbitals `p_x` and `p_y`. -/
def orbitalLz : PPair →ₗ[ℂ] PPair where
  toFun x := !₂[-Complex.I * x 1, Complex.I * x 0]
  map_add' x y := by ext i; fin_cases i <;> simp <;> ring
  map_smul' c x := by ext i; fin_cases i <;> simp <;> ring
```

H has real coefficients and commutes with conjugation, while L_z has imaginary ones and anticommutes with it. If Δ ≠ 0, a state φ of energy Δ satisfies −Δ φ_1 = Δ φ_1, so φ_1 = 0 and φ is a multiple of p_x. The proof checks each property component by component.

```lean
/-- On the `p_x`, `p_y` pair, conjugation is antiunitary with square one, the crystal field
is time-even, `L_z` is time-odd, and `p_x` is a nondegenerate level if `Δ ≠ 0`. -/
theorem pPair_witness {Δ : ℝ} (hΔ : Δ ≠ 0) :
    IsAntiunitary conjugation ∧ (∀ x, conjugation (conjugation x) = x) ∧
      IsTimeEven conjugation (crystalField Δ) ∧ IsTimeOdd conjugation orbitalLz ∧
      IsNondegenerate (crystalField Δ) Δ !₂[1, 0] := by
  refine ⟨fun x y => ?_, fun x => ?_, ⟨fun x y => ?_, fun x => ?_⟩,
    ⟨fun x y => ?_, fun x => ?_⟩, ⟨fun h => ?_, ?_, fun φ h => ?_⟩⟩
  · simp [conjugation, PiLp.inner_apply, Fin.sum_univ_two]
    ring
  · ext i; fin_cases i <;> simp [conjugation]
  · simp [crystalField, PiLp.inner_apply, Fin.sum_univ_two]
    ring
  · ext i; fin_cases i <;> simp [conjugation, crystalField]
  · simp [orbitalLz, PiLp.inner_apply, Fin.sum_univ_two]
    ring
  · ext i; fin_cases i <;> simp [conjugation, orbitalLz]
  · have h' : (1 : ℂ) = 0 := congrArg (fun v : PPair => v 0) h
    exact one_ne_zero h'
  · ext i; fin_cases i <;> simp [crystalField]
  · have h1 : -(Δ : ℂ) * φ 1 = (Δ : ℂ) * φ 1 := congrArg (fun v : PPair => v 1) h
    have h2 : (Δ : ℂ) * φ 1 = 0 := by linear_combination (-1 / 2) * h1
    have h3 : φ 1 = 0 := (mul_eq_zero.mp h2).resolve_left (Complex.ofReal_ne_zero.mpr hΔ)
    refine ⟨φ 0, ?_⟩
    ext i; fin_cases i <;> simp [h3]
```

The orbital moment of p_x is therefore quenched. The circular combination p_x + i p_y behaves differently. Conjugation turns it into p_x − i p_y, and

    L_z(1, i) = (1, i),   ⟨(1, i), L_z(1, i)⟩ = 2

The squared norm of this vector is 2, so the normalised state has ⟨L_z⟩ = 1.

```lean
/-- The unnormalised state `p_x + i p_y` is not fixed by conjugation, and `⟨ψ, L_z ψ⟩ = 2`
in it. -/
theorem circular_orbital_moment :
    conjugation !₂[1, Complex.I] ≠ !₂[1, Complex.I] ∧
      inner ℂ (!₂[1, Complex.I] : PPair) (orbitalLz !₂[1, Complex.I]) = 2 := by
  constructor
  · intro h
    have h1 := congrArg (fun v : PPair => (v 1).im) h
    norm_num [conjugation] at h1
  · rw [PiLp.inner_apply, Fin.sum_univ_two]
    norm_num [orbitalLz]

end

end TimeReversalMoment
```

At Δ = 0 the crystal field vanishes and p_x + i p_y is an eigenstate of H. Being an eigenstate of a time-even Hamiltonian is thus not enough for a zero moment, even when K² = 1.

```lean
#print axioms TimeReversalMoment.exists_fixed_eigenbasis
#print axioms TimeReversalMoment.nondegenerate_moment_eq_zero
#print axioms TimeReversalMoment.circular_orbital_moment
```

```
'TimeReversalMoment.exists_fixed_eigenbasis' depends on axioms: [propext, Classical.choice, Quot.sound]
'TimeReversalMoment.nondegenerate_moment_eq_zero' depends on axioms: [propext, Classical.choice, Quot.sound]
'TimeReversalMoment.circular_orbital_moment' depends on axioms: [propext, Classical.choice, Quot.sound]
```
